# Orientation-independent solvation energy of a central dipole on a cubic-symmetric grid with a radial kernel

A discretised cavity surface needs a value for the interaction of a surface charge with itself, where the Coulomb law $1/r$ diverges. Here the interaction matrix is $S_{ij}=f(|x_i-x_j|)$ for an arbitrary function $f$, and $f(0)$ is the self-interaction, which stands for the energy cost of a charge spread over its own surface patch. Every grid point therefore has the same self-interaction, and a grid whose patches have different areas, and so different diagonal entries, does not fit the model.

Let $X$ be a finite set of nonzero points $x_i\in\mathbb R^3$, closed under sign changes of single coordinates and under cyclic permutation of the coordinates, and let $S$ be invertible. A dipole $m$ at the origin produces the potential $v_i=\langle m,x_i\rangle/|x_i|^3$. The solvent is modelled as a perfect conductor, the limit of infinite dielectric constant, whose surface charges $q$ cancel this potential at the grid points. They satisfy $Sq=-v$, and their energy with the dipole, including the cost of creating them, is

$$E=\tfrac12\langle q,v\rangle=-\tfrac12\langle v,S^{-1}v\rangle=C\,|m|^2,$$

with $C$ independent of $m$. In continuum solvation models used with electronic structure methods, a surface grid can introduce a spurious dependence on orientation; in this conductor model, for a point dipole of fixed magnitude at the centre of a grid with the symmetry above, there is no such dependence.

## Symmetry removes the cross terms and equates the axes

For functions $u,w$ on space, define the response
$$R(u,w)=\sum_{i,j}u(x_i)\,(S^{-1})_{ij}\,w(x_j).$$

Let $g$ preserve distances and map $X$ into itself. Then $g$ is injective, so on the finite set $X$ it is a permutation $\sigma$, with $g(x_i)=x_{\sigma(i)}$. Distances are unchanged, so $S_{\sigma(i)\sigma(j)}=S_{ij}$, and the inverse has the same symmetry. Relabelling the sums gives
$$R(u\circ g,w\circ g)=\sum_{i,j}u(x_{\sigma(i)})(S^{-1})_{\sigma(i)\sigma(j)}w(x_{\sigma(j)})=R(u,w).$$

Number the axes $a=0,1,2$ and let $\varphi_a(x)=x_a/|x|^3$ be the potential of a unit dipole along axis $a$. The sign change of coordinate $a$ turns $\varphi_a$ into $-\varphi_a$ and leaves $\varphi_b$ alone for $b\neq a$. Hence $R(\varphi_b,\varphi_a)=-R(\varphi_b,\varphi_a)=0$.

The cyclic permutation $(cx)_b=x_{b+1}$, with indices modulo 3, gives $\varphi_b\circ c=\varphi_{b+1}$. The three diagonal responses are therefore equal. Since $v$ samples $\sum_a m_a\varphi_a$,
$$\langle v,S^{-1}v\rangle=\sum_{a,b}m_am_bR(\varphi_a,\varphi_b)=R(\varphi_0,\varphi_0)\,|m|^2,$$
and $C=-R(\varphi_0,\varphi_0)/2$.

Two consequences follow. The constant function $1$ is even in every coordinate, so the total charge is $\sum_iq_i=-\sum_am_aR(1,\varphi_a)=0$. If $S$ is positive definite and $X$ is nonempty, some grid point has a nonzero coordinate $a$. Then $\varphi_a$ does not vanish on the grid, so $R(\varphi_0,\varphi_0)=R(\varphi_a,\varphi_a)>0$ and $C<0$.

## The grid, the kernel and the response in Lean

Points and dipoles are real triples. The Euclidean length is defined explicitly as `len`, because Mathlib's default norm on this function type is the maximum norm.

```lean
import Mathlib

open Matrix

namespace SurfaceGridSolvation

noncomputable section

/-- Points and dipole moments in three-dimensional space. -/
abbrev Vec := Fin 3 → ℝ

/-- The Euclidean length of a vector. -/
def len (x : Vec) : ℝ := √(x ⬝ᵥ x)
```

The two symmetry operations define a `CubicGrid`. Exchanging just two coordinates is not required to preserve the grid.

```lean
/-- The sign change of coordinate `a`. -/
def reflect (a : Fin 3) (x : Vec) : Vec := fun b => if b = a then -x b else x b

/-- The cyclic permutation of the three coordinates. -/
def cyc (x : Vec) : Vec := fun b => x (b + 1)

/-- A surface grid closed under coordinate sign changes and cyclic permutations. -/
structure CubicGrid (X : Finset Vec) : Prop where
  reflect_mem : ∀ a, ∀ x ∈ X, reflect a x ∈ X
  cyc_mem : ∀ x ∈ X, cyc x ∈ X
```

The matrix is indexed by the points of `X` themselves. The dipole potential is in units without a Coulomb prefactor, and there is no dielectric scaling factor.

```lean
/-- The interaction matrix of the surface charges, `S i j = f (|x i - x j|)`. -/
def surfaceMatrix (X : Finset Vec) (f : ℝ → ℝ) : Matrix X X ℝ :=
  Matrix.of fun i j => f (len (i.1 - j.1))

/-- The potential at `x ≠ 0` of a dipole `m` at the origin. -/
def dipolePotential (m x : Vec) : ℝ := m ⬝ᵥ x / len x ^ 3

/-- The potential at `x ≠ 0` of a unit dipole at the origin along axis `a`. -/
def axisPotential (a : Fin 3) (x : Vec) : ℝ := x a / len x ^ 3
```

`response` is $R$, and `dipoleConstant` is $C$. The latter takes only `X` and `f` as arguments, which makes its independence of $m$ visible.

```lean
/-- The response `⟨u, S⁻¹ w⟩` between two potentials sampled on the grid, for invertible `S`. -/
def response (X : Finset Vec) (f : ℝ → ℝ) (u w : Vec → ℝ) : ℝ :=
  ∑ i : X, ∑ j : X, u i * (surfaceMatrix X f)⁻¹ i j * w j

/-- The solvation energy `-⟨v, S⁻¹ v⟩ / 2` of a unit dipole along the first axis,
for invertible `S` and a grid without the origin. -/
def dipoleConstant (X : Finset Vec) (f : ℝ → ℝ) : ℝ :=
  -response X f (axisPotential 0) (axisPotential 0) / 2
```

## Invariance of the response

The first lemma gives injectivity its last step: zero distance means equal points. The second checks the sign changes coordinate by coordinate, and the third rewrites the double sum as a scalar product.

```lean
/-- A vector of length zero is the zero vector. -/
theorem len_eq_zero {x : Vec} (h : len x = 0) : x = 0 := by
  have h0 : 0 ≤ x ⬝ᵥ x := Finset.sum_nonneg fun i _ => mul_self_nonneg (x i)
  exact dotProduct_self_eq_zero.mp ((Real.sqrt_eq_zero h0).mp h)

/-- A coordinate sign change preserves distances and lengths. -/
theorem len_reflect (a : Fin 3) :
    (∀ x y, len (reflect a x - reflect a y) = len (x - y)) ∧
      ∀ x, len (reflect a x) = len x := by
  constructor
  · intro x y
    simp only [len, dotProduct, reflect, Pi.sub_apply]
    congr 1
    refine Finset.sum_congr rfl fun b _ => ?_
    split_ifs <;> ring
  · intro x
    simp only [len, dotProduct, reflect]
    congr 1
    refine Finset.sum_congr rfl fun b _ => ?_
    split_ifs <;> ring

/-- The response is the scalar product of the sampled `u` with `S⁻¹` applied to the sampled `w`. -/
theorem response_eq (X : Finset Vec) (f : ℝ → ℝ) (u w : Vec → ℝ) :
    response X f u w =
      (fun i : X => u i) ⬝ᵥ (surfaceMatrix X f)⁻¹ *ᵥ (fun i : X => w i) := by
  simp only [response, dotProduct, Matrix.mulVec, Finset.mul_sum, mul_assoc]
```

In `response_comp`, `Finite.injective_iff_bijective` turns the injective map into the permutation `σ`. The equality `hS` is the symmetry of $S$, and `Matrix.inv_submatrix_equiv` transfers it to the inverse. `Equiv.sum_comp` then relabels both sums.

```lean
/-- A distance-preserving map that sends the grid into itself leaves the response unchanged. -/
theorem response_comp (X : Finset Vec) (f : ℝ → ℝ) (g : Vec → Vec)
    (hg : ∀ x ∈ X, g x ∈ X) (hd : ∀ x y, len (g x - g y) = len (x - y))
    (u w : Vec → ℝ) :
    response X f (fun x => u (g x)) (fun x => w (g x)) = response X f u w := by
  -- the map permutes the grid points
  have hinj : Function.Injective (fun i : X => (⟨g i, hg i i.2⟩ : X)) := by
    intro i j hij
    have h1 : g i = g j := congrArg Subtype.val hij
    have h2 := hd i j
    rw [h1, sub_self] at h2
    have h3 : len ((i : Vec) - j) = 0 := by
      rw [← h2]
      simp [len]
    exact Subtype.ext (sub_eq_zero.mp (len_eq_zero h3))
  let σ : X ≃ X := Equiv.ofBijective _ (Finite.injective_iff_bijective.mp hinj)
  have hσ : ∀ i : X, ((σ i : X) : Vec) = g i := fun _ => rfl
  have hS : (surfaceMatrix X f).submatrix σ σ = surfaceMatrix X f := by
    ext i j
    simp only [Matrix.submatrix_apply, surfaceMatrix, Matrix.of_apply, hσ, hd]
  -- so the inverse matrix has the same symmetry
  have hI : ∀ i j, (surfaceMatrix X f)⁻¹ (σ i) (σ j) = (surfaceMatrix X f)⁻¹ i j := by
    intro i j
    have h := Matrix.inv_submatrix_equiv (surfaceMatrix X f) σ σ
    rw [hS] at h
    exact (congrFun (congrFun h i) j).symm
  symm
  calc response X f u w
      = ∑ i : X, ∑ j : X, u (σ i) * (surfaceMatrix X f)⁻¹ (σ i) (σ j) * w (σ j) :=
        (Equiv.sum_comp σ (fun i : X =>
          ∑ j : X, u i * (surfaceMatrix X f)⁻¹ i j * w j)).symm.trans
          (Finset.sum_congr rfl fun i _ => (Equiv.sum_comp σ (fun j : X =>
            u (σ i) * (surfaceMatrix X f)⁻¹ (σ i) j * w j)).symm)
    _ = response X f (fun x => u (g x)) (fun x => w (g x)) := by
        simp only [hI, hσ, response]
```

## Parity, equal axes and the expansion

`response_parity` applies this invariance to a sign change. It allows any function `w` that is even in the coordinate whose sign is changed, so it serves both the cross terms and the total charge.

```lean
/-- On a cubic grid, `response` vanishes between a function even in coordinate `a` and
`axisPotential a`. -/
theorem response_parity {X : Finset Vec} (hX : CubicGrid X) (f : ℝ → ℝ) (a : Fin 3)
    (w : Vec → ℝ) (hw : ∀ x, w (reflect a x) = w x) :
    response X f w (axisPotential a) = 0 := by
  have h := response_comp X f (reflect a) (hX.reflect_mem a) (len_reflect a).1 w
    (axisPotential a)
  have e1 : (fun x => w (reflect a x)) = w := funext hw
  have e2 : (fun x => axisPotential a (reflect a x)) = fun x => -axisPotential a x := by
    funext x
    unfold axisPotential
    rw [(len_reflect a).2]
    simp [reflect, neg_div]
  have hn : response X f w (fun x => -axisPotential a x)
      = -response X f w (axisPotential a) := by
    simp only [response, mul_neg, Finset.sum_neg_distrib]
  rw [e1, e2, hn] at h
  linarith
```

In `response_axis`, `step` carries each axis to the next, and one or two steps connect each of the other axes with axis 0.

```lean
/-- On a cubic grid, the `response` of `axisPotential a` with itself is the same for all three axes
`a`. -/
theorem response_axis {X : Finset Vec} (hX : CubicGrid X) (f : ℝ → ℝ) (a : Fin 3) :
    response X f (axisPotential a) (axisPotential a)
      = response X f (axisPotential 0) (axisPotential 0) := by
  have hd : ∀ x y, len (cyc x - cyc y) = len (x - y) := fun x y =>
    congrArg Real.sqrt (Equiv.sum_comp (Equiv.addRight (1 : Fin 3))
      (fun b => (x - y) b * (x - y) b))
  have hl : ∀ x, len (cyc x) = len x := fun x =>
    congrArg Real.sqrt (Equiv.sum_comp (Equiv.addRight (1 : Fin 3)) (fun b => x b * x b))
  -- a cyclic permutation carries each axis to the next
  have step : ∀ b : Fin 3, response X f (axisPotential (b + 1)) (axisPotential (b + 1))
      = response X f (axisPotential b) (axisPotential b) := by
    intro b
    have e : (fun x => axisPotential b (cyc x)) = axisPotential (b + 1) := by
      funext x
      unfold axisPotential
      rw [hl]
      rfl
    have h := response_comp X f cyc hX.cyc_mem hd (axisPotential b) (axisPotential b)
    rwa [e] at h
  fin_cases a
  · rfl
  · exact step 0
  · exact (step 1).trans (step 0)
```

`response_dipole` expands the response into nine terms in `expand`, and `off` removes the six cross terms. These lemmas are identities for the Lean functions and hold without invertibility or nonzero points, since Lean gives division by zero and singular inverses a value. The next theorem adds both conditions, under which the functions are the physical potentials and response.

```lean
/-- On a cubic grid, the `response` of `dipolePotential m` with itself is `|m|²` times that of
`axisPotential 0` with itself. -/
theorem response_dipole {X : Finset Vec} (hX : CubicGrid X) (f : ℝ → ℝ) (m : Vec) :
    response X f (dipolePotential m) (dipolePotential m)
      = response X f (axisPotential 0) (axisPotential 0) * len m ^ 2 := by
  have hl : len m ^ 2 = m 0 * m 0 + m 1 * m 1 + m 2 * m 2 := by
    unfold len
    rw [Real.sq_sqrt (show 0 ≤ m ⬝ᵥ m from
      Finset.sum_nonneg fun i _ => mul_self_nonneg (m i))]
    simp only [dotProduct, Fin.sum_univ_three]
  -- cross terms between different axes vanish by parity
  have off : ∀ a b : Fin 3, b ≠ a →
      response X f (axisPotential b) (axisPotential a) = 0 := by
    intro a b hab
    refine response_parity hX f a _ fun x => ?_
    unfold axisPotential
    rw [(len_reflect a).2]
    simp [reflect, hab]
  let R := fun a b : Fin 3 => response X f (axisPotential a) (axisPotential b)
  have expand : response X f (dipolePotential m) (dipolePotential m)
      = m 0 * m 0 * R 0 0 + m 0 * m 1 * R 0 1 + m 0 * m 2 * R 0 2
      + m 1 * m 0 * R 1 0 + m 1 * m 1 * R 1 1 + m 1 * m 2 * R 1 2
      + m 2 * m 0 * R 2 0 + m 2 * m 1 * R 2 1 + m 2 * m 2 * R 2 2 := by
    simp only [R, response, Finset.mul_sum, ← Finset.sum_add_distrib]
    refine Finset.sum_congr rfl fun i _ => Finset.sum_congr rfl fun j _ => ?_
    simp only [dipolePotential, axisPotential, dotProduct, Fin.sum_univ_three]
    ring
  rw [expand, hl]
  simp only [R]
  rw [off 1 0 (by decide), off 2 0 (by decide), off 0 1 (by decide), off 2 1 (by decide),
    off 0 2 (by decide), off 1 2 (by decide), response_axis hX f 1, response_axis hX f 2]
  ring
```

## Screening charges and energy

The hypothesis `hv` fixes the potential by $|x_i|^3v_i=\langle m,x_i\rangle$, and `hS` says that the determinant is invertible, so that each surface potential determines its charges. The theorem states that $Sq=-v$ holds exactly for $q=-S^{-1}v$, and that the energy is $C|m|^2$.

The condition `h0` excludes the origin. On the one-point grid $\{0\}$ with $f(0)\neq0$, `hv` would allow any value $v$, and the energy $-v^2/(2f(0))$ would not be determined by $m$.

The first half of the proof multiplies by $S$ or its inverse. The second recovers the quotient form of the potential and applies `response_dipole`.

```lean
/-- For a cubic grid of nonzero points with invertible `S`, the screening charges of a central
dipole `m` are uniquely `-S⁻¹ v`, and the solvation energy is a constant times `|m|²`,
the constant being independent of `m`. -/
theorem solvation_energy_isotropic {X : Finset Vec} {f : ℝ → ℝ} (hX : CubicGrid X)
    (h0 : ∀ x ∈ X, x ≠ 0) (hS : IsUnit (surfaceMatrix X f).det) (m : Vec) (v : X → ℝ)
    (hv : ∀ i : X, len i.1 ^ 3 * v i = m ⬝ᵥ i.1) :
    (∀ q, surfaceMatrix X f *ᵥ q = -v ↔ q = -((surfaceMatrix X f)⁻¹ *ᵥ v)) ∧
      -(v ⬝ᵥ (surfaceMatrix X f)⁻¹ *ᵥ v) / 2 = dipoleConstant X f * len m ^ 2 := by
  constructor
  · intro q
    constructor
    · intro h
      have h1 : (surfaceMatrix X f)⁻¹ *ᵥ (surfaceMatrix X f *ᵥ q)
          = (surfaceMatrix X f)⁻¹ *ᵥ (-v) := by rw [h]
      rwa [Matrix.mulVec_mulVec, Matrix.nonsing_inv_mul _ hS, Matrix.one_mulVec,
        Matrix.mulVec_neg] at h1
    · rintro rfl
      rw [Matrix.mulVec_neg, Matrix.mulVec_mulVec, Matrix.mul_nonsing_inv _ hS,
        Matrix.one_mulVec]
  · -- away from the origin the potential is the usual quotient
    have hv' : v = fun i : X => dipolePotential m i := by
      funext i
      have hl : len i.1 ≠ 0 := fun h => h0 i i.2 (len_eq_zero h)
      exact (eq_div_iff (pow_ne_zero 3 hl)).mpr ((mul_comm _ _).trans (hv i))
    rw [hv', ← response_eq X f (dipolePotential m) (dipolePotential m),
      response_dipole hX]
    unfold dipoleConstant
    ring
```

Neutrality follows by pairing the constant function with the three axis potentials; `hc` contains the parity argument.

```lean
/-- For a cubic grid of nonzero points with invertible `S`, the screening charges of a central
dipole sum to zero. -/
theorem screening_charge_neutral {X : Finset Vec} {f : ℝ → ℝ} (hX : CubicGrid X)
    (h0 : ∀ x ∈ X, x ≠ 0) (hS : IsUnit (surfaceMatrix X f).det) (m : Vec) (v q : X → ℝ)
    (hv : ∀ i : X, len i.1 ^ 3 * v i = m ⬝ᵥ i.1) (hq : surfaceMatrix X f *ᵥ q = -v) :
    ∑ i, q i = 0 := by
  have hv' : v = fun i : X => dipolePotential m i := by
    funext i
    have hl : len i.1 ≠ 0 := fun h => h0 i i.2 (len_eq_zero h)
    exact (eq_div_iff (pow_ne_zero 3 hl)).mpr ((mul_comm _ _).trans (hv i))
  -- a constant potential is even in every coordinate
  have hc : ∀ a, response X f (fun _ => 1) (axisPotential a) = 0 := fun a =>
    response_parity hX f a _ fun _ => rfl
  have hR : response X f (fun _ => 1) (dipolePotential m)
      = m 0 * response X f (fun _ => 1) (axisPotential 0)
      + m 1 * response X f (fun _ => 1) (axisPotential 1)
      + m 2 * response X f (fun _ => 1) (axisPotential 2) := by
    simp only [response, Finset.mul_sum, ← Finset.sum_add_distrib]
    refine Finset.sum_congr rfl fun i _ => Finset.sum_congr rfl fun j _ => ?_
    simp only [dipolePotential, axisPotential, dotProduct, Fin.sum_univ_three]
    ring
  rw [hc, hc, hc, response_eq, ← hv'] at hR
  simp only [dotProduct, one_mul, mul_zero, add_zero] at hR
  rw [((solvation_energy_isotropic hX h0 hS m v hv).1 q).mp hq]
  simp only [Pi.neg_apply, Finset.sum_neg_distrib, hR, neg_zero]
```

Positive definiteness means that every nonzero set of surface charges has positive self-energy. It is assumed of the matrix and not derived from a particular $f$. The proof selects a nonzero coordinate `a` of a grid point, uses positivity of the inverse for that axis, and moves the result to axis 0 with `response_axis`.

```lean
/-- For a nonempty cubic grid of nonzero points with positive definite `S`, the constant in the
solvation energy is negative. -/
theorem dipoleConstant_neg {X : Finset Vec} {f : ℝ → ℝ} (hX : CubicGrid X)
    (h0 : ∀ x ∈ X, x ≠ 0) (hne : X.Nonempty) (hS : (surfaceMatrix X f).PosDef) :
    dipoleConstant X f < 0 := by
  obtain ⟨x, hx⟩ := hne
  obtain ⟨a, ha⟩ := Function.ne_iff.mp (h0 x hx)
  -- some axis potential is nonzero on the grid
  have hu : (fun i : X => axisPotential a i) ≠ 0 := by
    intro h
    have h1 : x a / len x ^ 3 = 0 := congrFun h ⟨x, hx⟩
    exact div_ne_zero ha (pow_ne_zero 3 fun hl => h0 x hx (len_eq_zero hl)) h1
  have hp := hS.inv.dotProduct_mulVec_pos hu
  rw [star_trivial, ← response_eq X f (axisPotential a) (axisPotential a),
    response_axis hX f a] at hp
  unfold dipoleConstant
  linarith

end

end SurfaceGridSolvation
```

```lean
#print axioms SurfaceGridSolvation.solvation_energy_isotropic
-- 'SurfaceGridSolvation.solvation_energy_isotropic' depends on axioms: [propext, Classical.choice, Quot.sound]
#print axioms SurfaceGridSolvation.screening_charge_neutral
-- 'SurfaceGridSolvation.screening_charge_neutral' depends on axioms: [propext, Classical.choice, Quot.sound]
#print axioms SurfaceGridSolvation.dipoleConstant_neg
-- 'SurfaceGridSolvation.dipoleConstant_neg' depends on axioms: [propext, Classical.choice, Quot.sound]
```
